# Changing one contraction in a fermionic Wick sum with repeated operator labels

The Wick sum of an operator string adds up all full pairings, each weighted by the product of its contractions and, here, by the fermionic sign from ε = −1. The contractions are freely chosen integers attached to ordered pairs of labels (earlier operator first), not expectation values in some state. For the string 0, 1, 0, 1, the lemma raises the contraction of the ordered pair (0, 1) from zero to one, all others, including (1, 0), staying zero. It says that the change in the Wick sum is not equal to the product of three factors: the sign for the first two positions (+1, as no operator lies between them), the change in the contraction, and the old Wick sum of the remaining string 0, 1. Equality of the two sides is what the docstring calls the one-contraction rule at those positions. The actual change is 1, since the new value also contracts the second pair, while the product is 0. The attempt hands the whole computation to one `simp` call, with the definitions and the recursion lemmas together.

An attempt in Lean 4 with a fault in it:

```lean
import Mathlib

namespace WickContractionDerivative

variable {α R : Type*} [CommRing R]

/-- The Wick sum of an operator string: the first operator is contracted with each later one,
with a factor `ε` for every operator passed over. -/
def wick (ε : R) (c : α → α → R) : List α → R
  | [] => 1
  | x :: L => ∑ j : Fin L.length, ε ^ (j : ℕ) * c x (L.get j) * wick ε c (L.eraseIdx j)
termination_by L => L.length
decreasing_by exact Nat.lt_succ_of_le (List.eraseIdx_sublist L _).length_le

/-- The signed sum over all ways to take one operator out of a string, where `F` sees the
removed operator and the remaining string. -/
def removalSum (ε : R) (F : α → List α → R) (L : List α) : R :=
  ∑ j : Fin L.length, ε ^ (j : ℕ) * F (L.get j) (L.eraseIdx j)

/-- The contraction `c` with its value at the ordered pair `(a, b)` replaced by `t`. -/
def setContraction [DecidableEq α] (c : α → α → R) (a b : α) (t : R) : α → α → R :=
  fun x y => if x = a ∧ y = b then t else c x y

/-- The Wick sum of a nonempty string is a removal sum over the operators after the first. -/
theorem wick_cons (ε : R) (c : α → α → R) (x : α) (L : List α) :
    wick ε c (x :: L) = removalSum ε (fun y M => c x y * wick ε c M) L := by
  rw [wick]
  simp only [removalSum, mul_assoc]

/-- In a removal sum either the first operator is taken out, or a later one is, at the cost of
one factor `ε`. -/
theorem removalSum_cons (ε : R) (F : α → List α → R) (y : α) (L : List α) :
    removalSum ε F (y :: L) = F y L + ε * removalSum ε (fun z M => F z (y :: M)) L := by
  change ∑ j : Fin (L.length + 1), ε ^ (j : ℕ) * F ((y :: L).get j) ((y :: L).eraseIdx j)
    = F y L + ε * ∑ j : Fin L.length, ε ^ (j : ℕ) * F (L.get j) (y :: L.eraseIdx j)
  rw [Fin.sum_univ_succ, Finset.mul_sum]
  congr 1
  · change ε ^ 0 * F y L = F y L
    simp
  · refine Finset.sum_congr rfl fun j _ => ?_
    change ε ^ ((j : ℕ) + 1) * F (L.get j) (y :: L.eraseIdx j) = _
    ring

/-- For the string `0, 1, 0, 1` with repeated labels, raising the contraction of `0` with `1` from
zero to one, with all other contractions zero, violates the one-contraction rule at the first two
positions. -/
theorem repeated_labels_violate_rule :
    wick (-1 : ℤ) (setContraction (fun _ _ => 0) 0 1 1) [0, 1, 0, 1]
      - wick (-1 : ℤ) (fun _ _ => 0) [0, 1, 0, 1]
      ≠ (-1) ^ (1 - 0 - 1) * (1 - 0) * wick (-1 : ℤ) (fun _ _ : ℕ => 0) [0, 1] := by
  simp [wick_cons, removalSum_cons, removalSum, wick, setContraction]

end WickContractionDerivative
```

The error:

```
Main.lean:50:82: error: unsolved goals
⊢ ¬(∑ x,
        if [1, 0, 1][↑x] = 1 then (-1) ^ ↑x * wick (-1) (setContraction (fun x x_1 => 0) 0 1 1) ([1, 0, 1].eraseIdx ↑x)
        else 0) =
      0
Main.lean:51:19: warning: This simp argument is unused:
  removalSum_cons

Hint: Omit it from the simp argument list.
  [apply] simp [wick_cons, removalSum, wick, setContraction]

Note: This linter can be disabled with `set_option linter.unusedSimpArgs false`
```

The error shows where `simp` stopped: it had to show that a sum over positions in `[1, 0, 1]` is nonzero, but had not written the sum out term by term. Inside it, `wick` is applied to `[1, 0, 1].eraseIdx ↑x` with `x` a variable, which is not visibly an empty or a nonempty list, so the recursion cannot go on.

The lemma meant to split off the terms one at a time is `removalSum_cons`, and the warning says it was never used. Its left side needs `removalSum` still in place, but `simp` was also given the definition of `removalSum` and unfolded it to the bare sum first.

The repair therefore doesn't follow the linter's hint to drop `removalSum_cons`. It takes `removalSum` out of the final call, and also `wick`, whose definition can turn a nonempty string straight into such a sum. `wick_cons` and `removalSum_cons` then work through the concrete lists. What they leave are the empty cases, supplied by `r0` (an empty removal sum is 0) and `w0` (the Wick sum of the empty string is 1).

The repair, with which the file compiles:

```diff
@@ -49,5 +49,11 @@
       - wick (-1 : ℤ) (fun _ _ => 0) [0, 1, 0, 1]
       ≠ (-1) ^ (1 - 0 - 1) * (1 - 0) * wick (-1 : ℤ) (fun _ _ : ℕ => 0) [0, 1] := by
-  simp [wick_cons, removalSum_cons, removalSum, wick, setContraction]
+  have r0 : ∀ F : ℕ → List ℕ → ℤ, removalSum (-1 : ℤ) F [] = 0 := by
+    intro F
+    simp [removalSum]
+  have w0 : ∀ c : ℕ → ℕ → ℤ, wick (-1 : ℤ) c [] = 1 := by
+    intro c
+    simp [wick]
+  simp [wick_cons, removalSum_cons, r0, w0, setContraction]
 
 end WickContractionDerivative
```
